# Real powers of the one-projector ultrasoft overlap operator and the ordinary eigenproblem they give

If the overlap matrix \(S\) in the ultrasoft eigenproblem \(H\psi=\varepsilon S\psi\), with Hamiltonian \(H\), orbital \(\psi\) and energy \(\varepsilon\), is removed by multiplying with \(S^{-1}\), the new matrix \(S^{-1}H\) is in general not Hermitian even when \(H\) is, and a solver for Hermitian matrices no longer applies. For a single projector and a positive definite \(S\), the Lean file below gives the real powers of \(S\) in closed form and places the power \(-1/2\) on both sides of \(H\), which leads to an ordinary eigenproblem with the same \(\varepsilon\).

```lean
import Mathlib

open Matrix
open scoped ComplexOrder

namespace UltrasoftOverlapPowers

noncomputable section

variable {n : Type*} [Fintype n] [DecidableEq n]

/-- The squared norm `b` of the projector function `β`. -/
def projNormSq (β : n → ℂ) : ℝ := ∑ i, ‖β i‖ ^ 2

/-- The ultrasoft overlap operator `S = 1 + q β βᴴ` with one projector `β` and
augmentation charge `q`. -/
def overlap (q : ℝ) (β : n → ℂ) : Matrix n n ℂ :=
  1 + (q : ℂ) • vecMulVec β (star β)

/-- The power `S_a` of the overlap operator: an overlap operator with the charge
`((1 + q b)^a - 1) / b`, for `β ≠ 0` and `1 + q b > 0`. -/
def overlapPow (q : ℝ) (β : n → ℂ) (a : ℝ) : Matrix n n ℂ :=
  overlap (((1 + q * projNormSq β) ^ a - 1) / projNormSq β) β

omit [DecidableEq n] in
/-- The squared norm of the projector is the inner product of `β` with itself. -/
theorem projNormSq_eq (β : n → ℂ) : (projNormSq β : ℂ) = star β ⬝ᵥ β := by
  unfold projNormSq dotProduct
  rw [Complex.ofReal_sum]
  refine Finset.sum_congr rfl fun k _ => ?_
  rw [Complex.ofReal_pow]
  exact (Complex.conj_mul' (β k)).symm

omit [DecidableEq n] in
/-- A nonzero projector has nonzero squared norm. -/
theorem projNormSq_ne_zero {β : n → ℂ} (hβ : β ≠ 0) : projNormSq β ≠ 0 := by
  intro h
  apply hβ
  apply dotProduct_star_self_eq_zero.mp
  rw [← projNormSq_eq, h, Complex.ofReal_zero]

omit [Fintype n] in
/-- The overlap operator is Hermitian. -/
theorem overlap_isHermitian (q : ℝ) (β : n → ℂ) : (overlap q β).IsHermitian := by
  have hP : (vecMulVec β (star β))ᴴ = vecMulVec β (star β) := by
    ext i j
    simp [vecMulVec_apply, mul_comm]
  have hq : star (q : ℂ) = q := Complex.conj_ofReal q
  unfold Matrix.IsHermitian overlap
  rw [conjTranspose_add, conjTranspose_one, conjTranspose_smul, hP, hq]

/-- The product of two overlap operators with the same projector and charges `s`, `t`
is the overlap operator with charge `s + t + s t b`. -/
theorem overlap_mul (s t : ℝ) (β : n → ℂ) :
    overlap s β * overlap t β = overlap (s + t + s * t * projNormSq β) β := by
  -- the projector squares to a multiple of itself
  have hP : vecMulVec β (star β) * vecMulVec β (star β)
      = (projNormSq β : ℂ) • vecMulVec β (star β) := by
    ext i j
    rw [projNormSq_eq]
    simp only [Matrix.mul_apply, vecMulVec_apply, Matrix.smul_apply, smul_eq_mul,
      dotProduct, Finset.sum_mul]
    exact Finset.sum_congr rfl fun k _ => by ring
  unfold overlap
  simp only [add_mul, mul_add, one_mul, mul_one, Matrix.smul_mul, Matrix.mul_smul, hP]
  push_cast
  module

/-- The power with exponent zero is the identity, and the power with exponent one is the
overlap operator. -/
theorem overlapPow_zero_one (q : ℝ) {β : n → ℂ} (hβ : β ≠ 0) :
    overlapPow q β 0 = 1 ∧ overlapPow q β 1 = overlap q β := by
  constructor
  · simp [overlapPow, overlap]
  · unfold overlapPow
    rw [Real.rpow_one, add_sub_cancel_left, mul_div_cancel_right₀ _ (projNormSq_ne_zero hβ)]

/-- For `β ≠ 0` and `1 + q b > 0`, exponents add when powers of the overlap operator are multiplied.
-/
theorem overlapPow_mul {q : ℝ} {β : n → ℂ} (hβ : β ≠ 0)
    (hS : 0 < 1 + q * projNormSq β) (a c : ℝ) :
    overlapPow q β a * overlapPow q β c = overlapPow q β (a + c) := by
  have hb := projNormSq_ne_zero hβ
  unfold overlapPow
  rw [overlap_mul, Real.rpow_add hS]
  congr 1
  generalize (1 + q * projNormSq β) ^ a = x
  generalize (1 + q * projNormSq β) ^ c = y
  field_simp
  ring

/-- For `β ≠ 0` and `1 + q b > 0` the operators `S_a` satisfy `S_0 = 1`, `S_1 = S` and `S_a S_c =
S_(a + c)`, and each of them is positive definite. -/
theorem overlapPow_group {q : ℝ} {β : n → ℂ} (hβ : β ≠ 0)
    (hS : 0 < 1 + q * projNormSq β) :
    overlapPow q β 0 = 1 ∧ overlapPow q β 1 = overlap q β ∧
    (∀ a c, overlapPow q β a * overlapPow q β c = overlapPow q β (a + c)) ∧
    ∀ a, (overlapPow q β a).PosDef := by
  obtain ⟨h0, h1⟩ := overlapPow_zero_one q hβ
  refine ⟨h0, h1, overlapPow_mul hβ hS, fun a => ?_⟩
  refine posDef_iff_dotProduct_mulVec.mpr ⟨overlap_isHermitian _ _, fun x hx => ?_⟩
  -- the half power is Hermitian and does not send x to zero
  have hA : (overlapPow q β (a / 2))ᴴ = overlapPow q β (a / 2) := overlap_isHermitian _ _
  have hne : overlapPow q β (a / 2) *ᵥ x ≠ 0 := by
    intro h
    apply hx
    have h2 := congrArg (fun v => overlapPow q β (-(a / 2)) *ᵥ v) h
    simpa only [Matrix.mulVec_mulVec, overlapPow_mul hβ hS, neg_add_cancel, h0,
      Matrix.one_mulVec, Matrix.mulVec_zero] using h2
  -- the quadratic form is the squared norm of the half power applied to x
  have hform : star x ⬝ᵥ overlapPow q β a *ᵥ x
      = star (overlapPow q β (a / 2) *ᵥ x) ⬝ᵥ (overlapPow q β (a / 2) *ᵥ x) := by
    rw [Matrix.star_mulVec, hA, ← Matrix.dotProduct_mulVec, Matrix.mulVec_mulVec,
      overlapPow_mul hβ hS, add_halves]
  rw [hform]
  exact lt_of_le_of_ne (dotProduct_star_self_nonneg _)
    (fun h => hne (dotProduct_star_self_eq_zero.mp h.symm))

/-- The operator `S_a` multiplies the projector function by `(1 + q b)^a`. -/
theorem overlapPow_mulVec (q : ℝ) {β : n → ℂ} (hβ : β ≠ 0) (a : ℝ) :
    overlapPow q β a *ᵥ β = (((1 + q * projNormSq β) ^ a : ℝ) : ℂ) • β := by
  have hP : vecMulVec β (star β) *ᵥ β = (projNormSq β : ℂ) • β := by
    ext i
    rw [projNormSq_eq]
    simp only [Matrix.mulVec, dotProduct, vecMulVec_apply, Pi.smul_apply, smul_eq_mul,
      Finset.sum_mul]
    exact Finset.sum_congr rfl fun k _ => by ring
  unfold overlapPow overlap
  rw [Matrix.add_mulVec, Matrix.one_mulVec, Matrix.smul_mulVec, hP, smul_smul,
    ← Complex.ofReal_mul, div_mul_cancel₀ _ (projNormSq_ne_zero hβ),
    Complex.ofReal_sub, Complex.ofReal_one]
  module

/-- For `q ≠ 0`, `β ≠ 0` and `1 + q b > 0`, different exponents give different powers of the overlap
operator. -/
theorem overlapPow_injective {q : ℝ} {β : n → ℂ} (hq : q ≠ 0) (hβ : β ≠ 0)
    (hS : 0 < 1 + q * projNormSq β) : Function.Injective (overlapPow q β) := by
  intro a c h
  obtain ⟨i, hi⟩ := Function.ne_iff.mp hβ
  have h1 := overlapPow_mulVec q hβ a
  rw [h, overlapPow_mulVec q hβ c] at h1
  have h2 := congrFun h1 i
  simp only [Pi.smul_apply, smul_eq_mul] at h2
  have h3 := Complex.ofReal_injective (mul_right_cancel₀ hi h2)
  -- compare logarithms of the two factors
  have h4 := congrArg Real.log h3
  rw [Real.log_rpow hS, Real.log_rpow hS] at h4
  have hne : 1 + q * projNormSq β ≠ 1 := fun h5 =>
    mul_ne_zero hq (projNormSq_ne_zero hβ) (by linarith)
  exact (mul_right_cancel₀ (Real.log_ne_zero_of_pos_of_ne_one hS hne) h4).symm

/-- For `β ≠ 0` and `1 + q b > 0`, the generalized eigenvalue equation `H ψ = ε S ψ` is equivalent
to the ordinary one for `S_(-1/2) H S_(-1/2)` and the transformed orbital `S_(1/2) ψ`, with the same
`ε`. -/
theorem generalized_eigen_iff {q : ℝ} {β : n → ℂ} (hβ : β ≠ 0)
    (hS : 0 < 1 + q * projNormSq β) (H : Matrix n n ℂ) (ε : ℂ) (ψ : n → ℂ) :
    H *ᵥ ψ = ε • (overlap q β *ᵥ ψ) ↔
      (overlapPow q β (-(1 / 2)) * H * overlapPow q β (-(1 / 2))) *ᵥ
        (overlapPow q β (1 / 2) *ᵥ ψ) = ε • (overlapPow q β (1 / 2) *ᵥ ψ) := by
  obtain ⟨h0, h1⟩ := overlapPow_zero_one q hβ
  have hTR : overlapPow q β (-(1 / 2)) * overlapPow q β (1 / 2) = 1 := by
    rw [overlapPow_mul hβ hS, neg_add_cancel, h0]
  have hRT : overlapPow q β (1 / 2) * overlapPow q β (-(1 / 2)) = 1 := by
    rw [overlapPow_mul hβ hS, add_neg_cancel, h0]
  have hRR : overlapPow q β (1 / 2) * overlapPow q β (1 / 2) = overlap q β := by
    rw [overlapPow_mul hβ hS, add_halves, h1]
  -- the inner pair of half powers cancels
  have hL : (overlapPow q β (-(1 / 2)) * H * overlapPow q β (-(1 / 2))) *ᵥ
      (overlapPow q β (1 / 2) *ᵥ ψ) = overlapPow q β (-(1 / 2)) *ᵥ (H *ᵥ ψ) := by
    rw [Matrix.mulVec_mulVec, Matrix.mul_assoc, hTR, Matrix.mul_one, Matrix.mulVec_mulVec]
  rw [hL]
  constructor
  · intro h
    rw [h, Matrix.mulVec_smul, Matrix.mulVec_mulVec, ← hRR, ← Matrix.mul_assoc, hTR,
      Matrix.one_mul]
  · intro h
    have h2 := congrArg (fun v => overlapPow q β (1 / 2) *ᵥ v) h
    simpa only [Matrix.mulVec_smul, Matrix.mulVec_mulVec, ← Matrix.mul_assoc, hRT, hRR,
      Matrix.one_mul, Matrix.one_mulVec] using h2

end

end UltrasoftOverlapPowers
```

```lean
#print axioms UltrasoftOverlapPowers.overlapPow_zero_one
#print axioms UltrasoftOverlapPowers.overlapPow_group
#print axioms UltrasoftOverlapPowers.overlapPow_injective
#print axioms UltrasoftOverlapPowers.generalized_eigen_iff
```

```
'UltrasoftOverlapPowers.overlapPow_zero_one' depends on axioms: [propext, Classical.choice, Quot.sound]
'UltrasoftOverlapPowers.overlapPow_group' depends on axioms: [propext, Classical.choice, Quot.sound]
'UltrasoftOverlapPowers.overlapPow_injective' depends on axioms: [propext, Classical.choice, Quot.sound]
'UltrasoftOverlapPowers.generalized_eigen_iff' depends on axioms: [propext, Classical.choice, Quot.sound]
```

## The overlap and its powers

Let \(\beta\) be a vector in \(\mathbb{C}^n\), let \(q\) be a real number, and write

\[
b=\sum_i|\beta_i|^2,\qquad S=1+q\,\beta\beta^{\mathsf H},\qquad \lambda=1+qb .
\]

For \(\beta\neq0\) and \(\lambda>0\), the operator with real exponent \(a\) is

\[
S_a=1+\frac{\lambda^a-1}{b}\,\beta\beta^{\mathsf H}.
\]

The vector \(\beta\) need not be normalised. In terms of the unit vector \(\hat\beta=\beta/\sqrt b\), the two operators are \(S=1+qb\,\hat\beta\hat\beta^{\mathsf H}\) and \(S_a=1+(\lambda^a-1)\,\hat\beta\hat\beta^{\mathsf H}\). So \(S_a\) multiplies the direction of \(\beta\) by \(\lambda^a\) and leaves every vector orthogonal to \(\beta\) unchanged.

In Lean, the basis is labelled by a finite type `n`, and \(b\) is `projNormSq β`. The matrix \(\beta\beta^{\mathsf H}\), with entries \(\beta_i\overline{\beta_j}\), is `vecMulVec β (star β)`. The overlap \(S\) is `overlap q β`, and \(S_a\) is `overlapPow q β a`, defined as an overlap with a changed charge. It is therefore given by a formula, and the theorems show that the formula behaves as a power should:

- `overlapPow_group` states that \(S_0=1\), \(S_1=S\) and \(S_aS_c=S_{a+c}\) for all real \(a,c\), and that every \(S_a\) is positive definite. The predicate `PosDef` includes Hermiticity.
- `overlapPow_mulVec` states that \(S_a\beta=\lambda^a\beta\).
- `overlapPow_injective` states that different exponents give different operators when \(q\neq0\). For \(q=0\), every \(S_a\) is the identity.
- `generalized_eigen_iff` states that

\[
H\psi=\varepsilon S\psi
\quad\Longleftrightarrow\quad
\bigl(S_{-1/2}HS_{-1/2}\bigr)\bigl(S_{1/2}\psi\bigr)=\varepsilon\,S_{1/2}\psi .
\]

The hypothesis `hβ` is \(\beta\neq0\), and `hS` is \(\lambda>0\). The theorem `overlapPow_mulVec` is stated without `hS`; for negative \(\lambda\) its factor is Mathlib's conventional value of a real power, so the physical reading belongs to \(\lambda>0\).

## Augmentation charge and positive norm

In an ultrasoft pseudopotential, the smooth orbital need not carry the correct charge near the nucleus. The difference is made up by an augmentation term, and with one projector the squared norm of an orbital becomes

\[
\psi^{\mathsf H}S\psi=\psi^{\mathsf H}\psi+q\,|\beta^{\mathsf H}\psi|^2 .
\]

The number \(q\) is the augmentation charge belonging to the projector \(\beta\), and it may have either sign. The condition \(\lambda>0\) says that an orbital along \(\beta\) still has positive norm once this charge is counted. It is assumed here and not derived from the construction of a pseudopotential. For \(q\ge0\) it holds automatically; for \(q<0\) it limits the charge to \(|q|<1/b\).

The identity matrix in \(S\) means that the underlying basis is orthonormal, as plane waves are. The model has one projector and a finite basis, whereas a calculation for a real material usually has several projectors on each atom, coupled by a matrix of charges. That case is not covered.

The matrix \(H\) is arbitrary and fixed. The equivalence does not require it to be Hermitian, it allows complex \(\varepsilon\), and it does not describe how a self-consistent Hamiltonian changes with the orbitals. When \(H\) is Hermitian, so is \(S_{-1/2}HS_{-1/2}\), because the two outer factors are Hermitian and equal. Within this one-projector, finite-basis model, an electronic structure problem with ultrasoft overlap can thus be handed to a solver for ordinary Hermitian eigenproblems.

The equivalence also admits \(\psi=0\), for which both equations hold trivially. Since \(S_{1/2}\) is invertible, a nonzero \(\psi\) gives a nonzero transformed orbital, so eigenvectors go to eigenvectors.

## Why the exponents add

Everything rests on the square of \(P=\beta\beta^{\mathsf H}\). Since \(\beta^{\mathsf H}\beta=b\),

\[
P^2=\beta(\beta^{\mathsf H}\beta)\beta^{\mathsf H}=bP .
\]

For two real charges \(s\) and \(t\) this gives

\[
(1+sP)(1+tP)=1+(s+t)P+st\,P^2=1+(s+t+stb)P .
\]

The product of two overlaps with the same projector is again an overlap. In the file, `projNormSq_eq` identifies \(b\) with the inner product `star β ⬝ᵥ β`, and `overlap_mul` proves the product rule. Its intermediate fact `hP` is \(P^2=bP\), checked entry by entry; the product is then expanded, and `module` collects the coefficients of \(P\).

Now insert the charges of \(S_a\) and \(S_c\), namely \(s=(\lambda^a-1)/b\) and \(t=(\lambda^c-1)/b\):

\[
s+t+stb
=\frac{(\lambda^a-1)+(\lambda^c-1)+(\lambda^a-1)(\lambda^c-1)}{b}
=\frac{\lambda^a\lambda^c-1}{b}
=\frac{\lambda^{a+c}-1}{b}.
\]

This is the charge of \(S_{a+c}\). Division by \(b\) is legitimate because \(\beta\neq0\), which is the content of `projNormSq_ne_zero`, and the last equality uses \(\lambda>0\). The theorem `overlapPow_mul` follows the same route: `Real.rpow_add hS` splits the power \(\lambda^{a+c}\), the two factors are replaced by plain variables, and `field_simp` with `ring` verifies the remaining fraction identity.

The two special exponents are read off from the charge. At \(a=0\) it is \((1-1)/b=0\), so \(S_0=1\). At \(a=1\) it is \((1+qb-1)/b=q\), so \(S_1=S\). These are the two halves of `overlapPow_zero_one`.

## Positivity from the half power

Each \(S_a\) is Hermitian, because \(P\) is Hermitian and its coefficient is real; `overlap_isHermitian` proves this for every real charge. The exponent law gives \(S_a=S_{a/2}S_{a/2}\), and hence for any vector \(x\)

\[
x^{\mathsf H}S_a x
=x^{\mathsf H}S_{a/2}^{\mathsf H}S_{a/2}x
=\|S_{a/2}x\|^2\ge0 .
\]

If the right-hand side vanishes, then \(S_{a/2}x=0\). Multiplying by \(S_{-a/2}\) gives \(x=S_0x=0\). The quadratic form is therefore strictly positive for \(x\neq0\).

In the proof of `overlapPow_group`, `hne` is the statement that \(S_{a/2}x\neq0\), obtained by applying the inverse power, and `hform` is the displayed identity. The final step combines the nonnegativity of a squared norm with the fact that it is zero only for the zero vector.

## Recovering the exponent from the action on the projector

Since \(P\beta=\beta(\beta^{\mathsf H}\beta)=b\beta\),

\[
S_a\beta=\beta+\frac{\lambda^a-1}{b}\,b\,\beta=\lambda^a\beta .
\]

This is `overlapPow_mulVec`, where `hP` now stands for \(P\beta=b\beta\).

Suppose that \(S_a=S_c\). Acting on \(\beta\) gives \(\lambda^a\beta=\lambda^c\beta\). Some component \(\beta_i\) is nonzero, and cancelling it leaves \(\lambda^a=\lambda^c\). Taking logarithms,

\[
a\log\lambda=c\log\lambda .
\]

Because \(q\neq0\) and \(b\neq0\), we have \(\lambda\neq1\), so \(\log\lambda\neq0\) and \(a=c\). The proof of `overlapPow_injective` takes these steps in order: `h2` is the equation for component \(i\), `h3` is the equality of the real powers, `h4` is its logarithm, and `hne` is \(\lambda\neq1\).

## Moving the overlap into the orbital

Write \(R=S_{1/2}\) and \(T=S_{-1/2}\). The exponent law gives three relations:

\[
TR=1,\qquad RT=1,\qquad RR=S .
\]

They appear in `generalized_eigen_iff` as `hTR`, `hRT` and `hRR`. The first one simplifies the left-hand side of the ordinary eigenproblem, which is the step `hL`:

\[
(THT)(R\psi)=TH(TR)\psi=TH\psi .
\]

It remains to show that \(H\psi=\varepsilon S\psi\) is equivalent to \(TH\psi=\varepsilon R\psi\). If the first equation holds, multiply it by \(T\):

\[
TH\psi=\varepsilon\,TS\psi=\varepsilon\,TRR\psi=\varepsilon R\psi .
\]

If the second holds, multiply it by \(R\):

\[
H\psi=RTH\psi=\varepsilon\,RR\psi=\varepsilon S\psi .
\]

The two branches after `constructor` are these two calculations. The forward branch rewrites with the given equation, and the backward branch applies \(R\) to both sides by `congrArg` before simplifying.

The transformation also carries the normalisation across. Since \(R\) is Hermitian and \(RR=S\), one has \(\psi^{\mathsf H}S\psi=\|R\psi\|^2\), so an orbital normalised with the augmentation charge included becomes an ordinary unit vector. Once the transformed problem has been solved for a vector \(\varphi=R\psi\), the ultrasoft orbital is recovered as \(\psi=T\varphi\).
